# Discrete maximum principle for \( (Au)_i + 2n_{\mathrm i}\sinh u_i = D_i \) with nonpositive couplings and zero row sums

## Can the potential on a grid overshoot its local-neutrality values?

Take a semiconductor in thermal equilibrium cut into two cells, 0 and 1, with net dopings \(D_0, D_1\), intrinsic density \(n_{\mathrm i} > 0\) (the upright i is a label, not a cell index) and potentials \(u_0, u_1\) in units of the thermal voltage. With link constants \(a, b \ge 0\) (the off-diagonal matrix entries, called couplings below, are \(-a\) and \(-b\)), the discretised Poisson equation is

\[ a\,(u_0 - u_1) + 2n_{\mathrm i}\sinh u_0 = D_0, \qquad b\,(u_1 - u_0) + 2n_{\mathrm i}\sinh u_1 = D_1 . \]

Suppose \(u_0 \ge u_1\). The first coupling term is nonnegative, so \(2n_{\mathrm i}\sinh u_0 \le D_0\), and the higher potential lies at or below \(\operatorname{arsinh}(D_0/2n_{\mathrm i})\), the value that would make cell 0 neutral on its own. The second coupling term is nonpositive, so the lower potential lies at or above \(\operatorname{arsinh}(D_1/2n_{\mathrm i})\).

I have always assumed that this carries over to any grid: the potential stays between the smallest and largest neutrality value. What does the matrix really need for that, and is symmetry part of it? I would like to see the claim made rigorous and machine-checked.

## The bound holds on any finite grid, given two conditions on the matrix

It carries over to every nonempty finite grid whose matrix has nonpositive off-diagonal entries and zero row sums. Symmetry isn't needed.

### Where the equation and the two conditions come from

Let \(\varphi\) be the electrostatic potential, with its zero where the material is intrinsic, and \(u = q\varphi/k_BT\), with \(q\) the elementary charge and \(k_BT\) the thermal energy. Boltzmann statistics in equilibrium gives electron and hole densities \(n = n_{\mathrm i}e^{u}\) and \(p = n_{\mathrm i}e^{-u}\), so \(n - p = 2n_{\mathrm i}\sinh u\). With permittivity \(\varepsilon\) and net ionised doping \(D = N_D - N_A\) (donors minus acceptors), Poisson's equation \(-\varepsilon\nabla^2\varphi = q(p - n + D)\) becomes

\[ -\frac{\varepsilon k_BT}{q^2}\nabla^2 u + 2n_{\mathrm i}\sinh u = D . \]

On a grid the first term becomes \((Au)_i = \sum_j A_{ij}u_j\). For the three-point stencil with spacing \(\Delta x\), an interior row has \(A_{ii} = 2c\) and \(A_{i,i\pm1} = -c\), with \(c = \varepsilon k_BT/(q^2\Delta x^2)\). Zero row sums say that a constant potential produces no net electric flux out of any site. The sign \(A_{ij} \le 0\) for \(i \ne j\) says that the flux of the displacement field across each link runs from the higher potential to the lower. The neutrality value of site \(j\) and its extremes are

\[ \eta_j = \operatorname{arsinh}\frac{D_j}{2n_{\mathrm i}}, \qquad \eta_{\min} = \min_j \eta_j, \qquad \eta_{\max} = \max_j \eta_j . \]

### Evaluating the equation at the extreme site

Because \(\sum_j A_{ij} = 0\), subtracting \(u_i\sum_j A_{ij}\) changes nothing:

\[ (Au)_i = \sum_j A_{ij}\,(u_j - u_i) . \]

Let \(k\) be a site where \(u\) is largest. The term \(j = k\) vanishes, and every other term of \((Au)_k\) is a product of \(A_{kj} \le 0\) and \(u_j - u_k \le 0\). Hence \((Au)_k \ge 0\). If \((Au)_k = 0\), each nonnegative term vanishes, so \(u_j = u_k\) whenever \(A_{kj} \ne 0\).

Since sinh is strictly increasing, \(\sinh\eta_j = D_j/2n_{\mathrm i}\) and \(2n_{\mathrm i} > 0\), for any real \(x\)

\[ x \le \eta_j \iff 2n_{\mathrm i}\sinh x \le D_j, \qquad \eta_j \le x \iff D_j \le 2n_{\mathrm i}\sinh x . \]

Write \(P(u)_i = (Au)_i + 2n_{\mathrm i}\sinh u_i\). If \(P(u)_i \le D_i\) everywhere (a subsolution), then at the maximum \(2n_{\mathrm i}\sinh u_k \le D_k - (Au)_k \le D_k\), so \(u_i \le u_k \le \eta_k \le \eta_{\max}\) for every \(i\). If \(P(u)_i \ge D_i\) everywhere (a supersolution), take \(k\) at a minimum of \(u\), which is a maximum of \(-u\). Then \(-(Au)_k \ge 0\), so \(2n_{\mathrm i}\sinh u_k \ge D_k - (Au)_k \ge D_k\) and \(\eta_{\min} \le \eta_k \le u_k \le u_i\). A solution is both, which gives \(\eta_{\min} \le u_i \le \eta_{\max}\).

### Reaching the upper bound, and comparing two potentials

Suppose a solution has \(u_a = \eta_{\max}\) at a site \(a\). By the bound just shown \(a\) is a maximum, so \((Au)_a \ge 0\). Also \(\eta_a \le \eta_{\max} = u_a\) gives \(D_a \le 2n_{\mathrm i}\sinh u_a\), so \((Au)_a = D_a - 2n_{\mathrm i}\sinh u_a \le 0\). Therefore \((Au)_a = 0\) and \(\eta_a = u_a\), and every \(j\) with \(A_{aj} \ne 0\) has \(u_j = \eta_{\max}\) too. Repeating this link by link carries the conclusion along any chain of nonzero couplings.

For two potentials \(u, v\) with \(P(u)_i - P(v)_i \le \delta\) everywhere and \(\delta \ge 0\), take \(k\) at a maximum of \(u - v\). Then \((Au)_k - (Av)_k \ge 0\), so \(2n_{\mathrm i}(\sinh u_k - \sinh v_k) \le \delta\). If \(u_k \le v_k\), then \(u_i - v_i \le u_k - v_k \le 0 \le \delta/2n_{\mathrm i}\). Otherwise \(\sinh x - x\) being increasing gives \(u_k - v_k \le \sinh u_k - \sinh v_k\), and again \(u_i - v_i \le \delta/2n_{\mathrm i}\).

### The Lean file

```lean
import Mathlib

open Matrix Finset

namespace DiscreteMaximumPrinciple

noncomputable section

variable {ι : Type*} [Fintype ι]

/-- A discrete (not necessarily symmetric) negative Laplacian: nonpositive couplings between
different sites and zero row sums. -/
structure IsLaplacian (A : Matrix ι ι ℝ) : Prop where
  offDiag : ∀ i j, i ≠ j → A i j ≤ 0
  rowSum : ∀ i, ∑ j, A i j = 0

/-- Left-hand side `(A u)_i + 2 ni sinh u_i` of the discrete nonlinear Poisson equation for the
reduced potential `u`. -/
def poisson (A : Matrix ι ι ℝ) (ni : ℝ) (u : ι → ℝ) : ι → ℝ :=
  fun i => (A *ᵥ u) i + 2 * ni * Real.sinh (u i)

/-- The local-neutrality potential `arsinh (D_j / (2 ni))` at site `j`. -/
def neutral (ni : ℝ) (D : ι → ℝ) (j : ι) : ℝ := Real.arsinh (D j / (2 * ni))

/-- The largest local-neutrality potential on the grid. -/
def maxNeutral [Nonempty ι] (ni : ℝ) (D : ι → ℝ) : ℝ := univ.sup' univ_nonempty (neutral ni D)

/-- The smallest local-neutrality potential on the grid. -/
def minNeutral [Nonempty ι] (ni : ℝ) (D : ι → ℝ) : ℝ := univ.inf' univ_nonempty (neutral ni D)

variable {A : Matrix ι ι ℝ} {ni : ℝ} {D u v : ι → ℝ}

/-- With zero row sums, `(A u)_i` is a sum of couplings times potential differences. -/
theorem mulVec_eq_flux {i : ι} (h : ∑ j, A i j = 0) (u : ι → ℝ) :
    (A *ᵥ u) i = ∑ j, A i j * (u j - u i) := by
  have e : (A *ᵥ u) i = ∑ j, A i j * u j := rfl
  rw [e]
  simp only [mul_sub, Finset.sum_sub_distrib, ← Finset.sum_mul, h, zero_mul, sub_zero]

/-- For a discrete Laplacian `A`, at a site `i` where `u` is maximal, `(A u)_i ≥ 0`; if it vanishes,
every site coupled to `i` has the same potential as `i`. -/
theorem mulVec_at_max (hA : IsLaplacian A) {i : ι} (hmax : ∀ j, u j ≤ u i) :
    0 ≤ (A *ᵥ u) i ∧ ((A *ᵥ u) i = 0 → ∀ j, A i j ≠ 0 → u j = u i) := by
  -- the diagonal term vanishes; every other term is a product of two nonpositive factors
  have hf : ∀ j ∈ (univ : Finset ι), 0 ≤ A i j * (u j - u i) := by
    intro j _
    by_cases hij : i = j
    · rw [← hij, sub_self, mul_zero]
    · exact mul_nonneg_iff.2 (Or.inr ⟨hA.offDiag i j hij, sub_nonpos.2 (hmax j)⟩)
  rw [mulVec_eq_flux (hA.rowSum i)]
  refine ⟨Finset.sum_nonneg hf, fun h0 j hj => ?_⟩
  have hz := (Finset.sum_eq_zero_iff_of_nonneg hf).1 h0 j (mem_univ j)
  exact sub_eq_zero.1 ((mul_eq_zero.1 hz).resolve_left hj)

omit [Fintype ι] in
/-- For `ni > 0`, a potential `x` lies below (above) the neutrality value at `j` exactly when `2 ni
sinh x` lies below (above) the doping `D_j`. -/
theorem neutral_iff (hni : 0 < ni) (D : ι → ℝ) (j : ι) (x : ℝ) :
    (x ≤ neutral ni D j ↔ 2 * ni * Real.sinh x ≤ D j) ∧
    (neutral ni D j ≤ x ↔ D j ≤ 2 * ni * Real.sinh x) := by
  have h2 : 0 < 2 * ni := by positivity
  unfold neutral
  constructor
  · rw [← Real.sinh_le_sinh, Real.sinh_arsinh, le_div_iff₀ h2, mul_comm (Real.sinh x)]
  · rw [← Real.sinh_le_sinh, Real.sinh_arsinh, div_le_iff₀ h2, mul_comm (Real.sinh x)]

/-- For a discrete Laplacian `A` and `ni > 0`, a subsolution of the Poisson equation lies below the
largest neutrality value. -/
theorem subsolution_le [Nonempty ι] (hA : IsLaplacian A) (hni : 0 < ni)
    (h : ∀ i, poisson A ni u i ≤ D i) (i : ι) : u i ≤ maxNeutral ni D := by
  obtain ⟨k, hk⟩ := Finite.exists_max u
  have h0 := (mulVec_at_max hA hk).1
  have hk' := h k
  unfold poisson at hk'
  -- at the maximum the Laplacian term can be dropped
  have h1 : u k ≤ neutral ni D k := (neutral_iff hni D k _).1.2 (by linarith)
  exact (hk i).trans (h1.trans (Finset.le_sup' (neutral ni D) (mem_univ k)))

/-- For a discrete Laplacian `A` and `ni > 0`, a supersolution of the Poisson equation lies above
the smallest neutrality value. -/
theorem le_supersolution [Nonempty ι] (hA : IsLaplacian A) (hni : 0 < ni)
    (h : ∀ i, D i ≤ poisson A ni u i) (i : ι) : minNeutral ni D ≤ u i := by
  obtain ⟨k, hk⟩ := Finite.exists_min u
  -- a minimum of u is a maximum of -u
  have h0 := (mulVec_at_max (u := -u) (i := k) hA (fun j => neg_le_neg (hk j))).1
  rw [Matrix.mulVec_neg, Pi.neg_apply] at h0
  have hk' := h k
  unfold poisson at hk'
  have h1 : neutral ni D k ≤ u k := (neutral_iff hni D k _).2.2 (by linarith)
  exact (Finset.inf'_le (neutral ni D) (mem_univ k)).trans (h1.trans (hk i))

/-- Discrete maximum principle: for a discrete Laplacian `A` and `ni > 0`, every solution of `(A
u)_i + 2 ni sinh u_i = D_i` lies between the smallest and the largest local-neutrality value. -/
theorem maximum_principle [Nonempty ι] (hA : IsLaplacian A) (hni : 0 < ni)
    (h : poisson A ni u = D) (i : ι) : minNeutral ni D ≤ u i ∧ u i ≤ maxNeutral ni D :=
  ⟨le_supersolution hA hni (fun j => (congrFun h j).ge) i,
    subsolution_le hA hni (fun j => (congrFun h j).le) i⟩

/-- Equality case, for a discrete Laplacian `A` and `ni > 0`: if a solution reaches the largest
neutrality value at site `i`, then at every site `k` reachable from `i` through nonzero couplings
both the potential and the neutrality value equal that largest value. -/
theorem strong_maximum_principle [Nonempty ι] (hA : IsLaplacian A) (hni : 0 < ni)
    (h : poisson A ni u = D) {i k : ι} (hi : u i = maxNeutral ni D)
    (hik : Relation.ReflTransGen (fun a b => A a b ≠ 0) i k) :
    u k = maxNeutral ni D ∧ neutral ni D k = maxNeutral ni D := by
  have hmax : ∀ a, u a = maxNeutral ni D → ∀ j, u j ≤ u a := fun a ha j => by
    rw [ha]
    exact (maximum_principle hA hni h j).2
  -- where the bound is reached, the Laplacian term vanishes and the site is neutral
  have key : ∀ a, u a = maxNeutral ni D → (A *ᵥ u) a = 0 ∧ neutral ni D a = u a := by
    intro a ha
    have h0 := (mulVec_at_max hA (hmax a ha)).1
    have h1 : neutral ni D a ≤ u a := by
      rw [ha]
      exact Finset.le_sup' (neutral ni D) (mem_univ a)
    have h2 := (neutral_iff hni D a _).2.1 h1
    have h3 := congrFun h a
    unfold poisson at h3
    exact ⟨by linarith, le_antisymm h1 ((neutral_iff hni D a _).1.2 (by linarith))⟩
  -- the maximum spreads along the couplings
  have hk : u k = maxNeutral ni D := by
    induction hik with
    | refl => exact hi
    | tail _ hbc ih =>
      exact ((mulVec_at_max hA (hmax _ ih)).2 (key _ ih).1 _ hbc).trans ih
  exact ⟨hk, (key k hk).2.trans hk⟩

/-- Comparison, for a discrete Laplacian `A` and `ni > 0`: if the Poisson left-hand side of `u`
exceeds that of `v` by at most `δ ≥ 0` at every site, then `u` exceeds `v` by at most `δ / (2 ni)`
at every site. -/
theorem comparison (hA : IsLaplacian A) (hni : 0 < ni) {δ : ℝ} (hδ : 0 ≤ δ)
    (h : ∀ i, poisson A ni u i - poisson A ni v i ≤ δ) (i : ι) :
    u i - v i ≤ δ / (2 * ni) := by
  have hne : Nonempty ι := ⟨i⟩
  have h2 : 0 < 2 * ni := by positivity
  obtain ⟨k, hk⟩ := Finite.exists_max (u - v)
  have h0 := (mulVec_at_max hA hk).1
  rw [Matrix.mulVec_sub, Pi.sub_apply] at h0
  have hik : u i - v i ≤ u k - v k := hk i
  have hk' := h k
  unfold poisson at hk'
  rcases le_total (u k) (v k) with hc | hc
  · have : 0 ≤ δ / (2 * ni) := div_nonneg hδ h2.le
    linarith
  · -- sinh grows at least with unit slope
    have hs : Real.sinh (v k) - v k ≤ Real.sinh (u k) - u k :=
      Real.sinh_sub_id_strictMono.monotone hc
    have hw : u i - v i ≤ Real.sinh (u k) - Real.sinh (v k) := by linarith
    have := mul_le_mul_of_nonneg_right hw h2.le
    rw [le_div_iff₀ h2]
    nlinarith

/-- A non-symmetric two-site matrix with negative couplings. -/
def chain : Matrix (Fin 2) (Fin 2) ℝ := !![1, -1; -2, 2]

/-- The matrix `chain` is a discrete Laplacian, and `u = (1, 0)` solves its Poisson equation with
`ni = 1` and doping `(1 + 2 sinh 1, -2)`. -/
theorem maximum_principle_witness :
    IsLaplacian chain ∧ poisson chain 1 ![1, 0] = ![1 + 2 * Real.sinh 1, -2] := by
  refine ⟨⟨fun i j hij => ?_, fun i => ?_⟩, ?_⟩
  · fin_cases i <;> fin_cases j <;> first | exact absurd rfl hij | simp [chain]
  · fin_cases i <;> simp [chain, Fin.sum_univ_two]
  · funext i
    fin_cases i <;> simp [poisson, chain, Matrix.mulVec, dotProduct, Fin.sum_univ_two]

/-- A two-site matrix with positive couplings. -/
def antiChain : Matrix (Fin 2) (Fin 2) ℝ := !![-1, 1; 1, -1]

/-- The matrix `antiChain` has zero row sums, and `u = (1, 0)` solves its Poisson equation with
`ni = 1` and doping `(-1 + 2 sinh 1, 1)`, while both neutrality values lie below `1`. -/
theorem bound_fails_for_positive_coupling :
    (∀ i, ∑ j, antiChain i j = 0) ∧
    poisson antiChain 1 ![1, 0] = ![-1 + 2 * Real.sinh 1, 1] ∧
    ∀ j, neutral 1 ![-1 + 2 * Real.sinh 1, 1] j < 1 := by
  have hs : (1 : ℝ) < Real.sinh 1 := Real.self_lt_sinh_iff.2 one_pos
  refine ⟨fun i => ?_, ?_, fun j => ?_⟩
  · fin_cases i <;> simp [antiChain, Fin.sum_univ_two]
  · funext i
    fin_cases i <;> simp [poisson, antiChain, Matrix.mulVec, dotProduct, Fin.sum_univ_two]
  · rw [← not_le, (neutral_iff one_pos _ j 1).1]
    fin_cases j <;> simp
    linarith

end

end DiscreteMaximumPrinciple
```

```lean
#print axioms DiscreteMaximumPrinciple.maximum_principle
#print axioms DiscreteMaximumPrinciple.strong_maximum_principle
#print axioms DiscreteMaximumPrinciple.comparison
#print axioms DiscreteMaximumPrinciple.bound_fails_for_positive_coupling
```

```
'DiscreteMaximumPrinciple.maximum_principle' depends on axioms: [propext, Classical.choice, Quot.sound]
'DiscreteMaximumPrinciple.strong_maximum_principle' depends on axioms: [propext, Classical.choice, Quot.sound]
'DiscreteMaximumPrinciple.comparison' depends on axioms: [propext, Classical.choice, Quot.sound]
'DiscreteMaximumPrinciple.bound_fails_for_positive_coupling' depends on axioms: [propext, Classical.choice, Quot.sound]
```

### What the theorems state

The type `ι` is the finite set of sites, with no geometry attached, and `u`, `v`, `D` are real functions on it. `IsLaplacian A` bundles the two conditions, `offDiag` and `rowSum`. They are hypotheses about the matrix; that a given mesh produces them is not derived. `poisson A ni u` is \(P(u)\), with `A *ᵥ u` for \(Au\), so `A` represents minus the Laplacian with the prefactor \(\varepsilon k_BT/q^2\) absorbed, and positive `D` means n-type. `neutral`, `minNeutral` and `maxNeutral` are \(\eta_j\), \(\eta_{\min}\) and \(\eta_{\max}\); the extremes need `[Nonempty ι]` to be defined.

`maximum_principle` reads: if `IsLaplacian A`, `0 < ni` and `poisson A ni u = D`, then `minNeutral ni D ≤ u i ∧ u i ≤ maxNeutral ni D` at any site. The solution `u` is assumed, and its existence for a given doping is not proved. In contrast to the maximum principle for Laplace's equation, which bounds interior values by boundary values, no boundary is singled out, and the bound comes from the monotone sinh term. All sites are treated alike, as for zero-flux or periodic boundaries. A row of zeros is also admissible, and it pins \(u_i = \eta_i\), which is the equilibrium condition at an ideal ohmic contact.

`strong_maximum_principle` is the equality case, for the upper bound only. Its hypothesis `Relation.ReflTransGen (fun a b => A a b ≠ 0) i k` says that `k` is `i` itself or is reached from it in finitely many steps \(a \to b\) with \(A_{ab} \ne 0\). The steps are directed, which matters when \(A_{ab} \ne 0\) while \(A_{ba} = 0\), as for a site coupled to a site whose row is zero. `comparison` is the one-sided estimate \(u_i - v_i \le \delta/2n_{\mathrm i}\).

The physical content is restricted by the form of `poisson`: thermal equilibrium, non-degenerate statistics, a single \(n_{\mathrm i}\) for all sites, and a doping that doesn't depend on the potential. For equilibrium device simulation within that model, and on a grid whose matrix satisfies `IsLaplacian`, the result gives an interval known in advance that contains every exact grid solution; it says nothing about the iterates of a solver or about the continuum limit.

### How the proofs follow the derivation

`mulVec_eq_flux` is the subtraction of \(u_i\sum_j A_{ij}\): the `simp only` call splits the sum, pulls \(u_i\) out and uses the zero row sum. In `mulVec_at_max`, `hf` shows each term nonnegative by separating \(j = i\) from \(j \ne i\). `Finset.sum_nonneg` then gives the sign of the sum, and `Finset.sum_eq_zero_iff_of_nonneg` gives the vanishing of each term, from which `mul_eq_zero` and \(A_{ij} \ne 0\) leave \(u_j = u_i\). `neutral_iff` applies sinh to both sides with `Real.sinh_le_sinh`, cancels it against arsinh with `Real.sinh_arsinh` and clears the positive denominator.

In `subsolution_le`, `h0` is \((Au)_k \ge 0\), `linarith` combines it with the inequality at \(k\) to get \(2n_{\mathrm i}\sinh u_k \le D_k\), and the last line is the chain \(u_i \le u_k \le \eta_k \le \eta_{\max}\). `le_supersolution` feeds `-u` to the same lemma and moves the sign out with `Matrix.mulVec_neg`. `maximum_principle` pairs the two, reading the equation at each site as two inequalities.

In `strong_maximum_principle`, `hmax` says that a site at the bound is a maximum, and `key` is the squeeze that yields \((Au)_a = 0\) and \(\eta_a = u_a\). The induction on `hik` is the link-by-link repetition: `refl` is the starting site, and `tail` extends a chain by one coupling through the second half of `mulVec_at_max`. `comparison` makes its case split with `le_total`, uses `Real.sinh_sub_id_strictMono` for the growth of \(\sinh x - x\), multiplies `hw` by \(2n_{\mathrm i}\), and closes with `nlinarith`.

### Choosing the extreme site with `Finite.exists_max`

The argument turns on the phrase "let \(k\) be a site where \(u\) is largest". `Finite.exists_max` supplies it: for a function from a finite, nonempty type to a linear order, there is a point whose value is at least every other value. After `obtain ⟨k, hk⟩ := Finite.exists_max u`, the hypothesis `hk` has the shape `∀ j, u j ≤ u i` that `mulVec_at_max` asks for, with `k` as the site, so it is passed on unchanged. The equation is then used at that one site, and `hk i` transfers the bound to all others. On an infinite grid a supremum need not be attained, so this step uses finiteness in an essential way. `comparison` applies the device to `u - v`; its statement has no nonemptiness assumption, because the site `i` in the conclusion provides one through `⟨i⟩`.

### Two sites with each sign of the coupling

`chain` is your two-cell system with \(a = 1\), \(b = 2\), so it is not symmetric; unequal cell sizes produce such matrices when each row is divided by its cell volume. `maximum_principle_witness` proves that it satisfies `IsLaplacian` and that \(u = (1, 0)\) solves the equation with \(n_{\mathrm i} = 1\) and \(D = (1 + 2\sinh 1, -2)\). The neutrality values are about \(1.29\) and \(-0.88\), enclosing both potentials.

`antiChain` has \(a = b = -1\): the row sums still vanish, but the off-diagonal entries are \(+1\). It is not a physical two-cell system (negative \(a, b\) would mean a negative permittivity) and serves as a test of the sign hypothesis. `bound_fails_for_positive_coupling` proves that \(u = (1, 0)\) solves the equation with \(n_{\mathrm i} = 1\) and \(D = (-1 + 2\sinh 1,\, 1)\) while both neutrality values lie strictly below 1. They are about \(0.63\) and \(0.48\), and \(u_0 = 1\) overshoots them. Zero row sums alone therefore don't give the upper bound. The fourth-order five-point stencil in one dimension has positive second-neighbour entries, so `maximum_principle` doesn't apply to it.

### One site, uniform doping and a p–n junction

On a single site the row sum forces \(A_{00} = 0\), the two extremes coincide, and the bound reads \(u_0 = \eta_0\). The same collapse occurs for uniform doping on any grid, where \(\eta_{\min} = \eta_{\max}\) leaves only the constant neutral potential. For a junction with \(D = N_D\) on one side and \(D = -N_A\) on the other, both much larger than \(n_{\mathrm i}\) in magnitude but low enough for Boltzmann statistics to hold, \(\operatorname{arsinh} x \approx \ln 2x\) gives \(\eta_{\max} - \eta_{\min} \approx \ln(N_DN_A/n_{\mathrm i}^2)\), the built-in potential in units of \(k_BT/q\). These limits, the decimal values and the remarks on contacts and stencils are commentary on the theorems and have no statement of their own in the file.
